# The commutator of the dilation generator with the kinetic energy: $[D,K]=2iK$

Take one degree of freedom with $[x,p]=xp-px=i$, in units where $\hbar=1$, and let $D=\tfrac12(xp+px)$. Since $p$ commutes with itself,

$$[D,p]=\tfrac12\big([x,p]\,p+p\,[x,p]\big)=\tfrac12(ip+ip)=ip.$$

The product rule then gives

$$[D,p^2]=[D,p]\,p+p\,[D,p]=2ip^2.$$

Each factor of $p$ contributes one $i$. The kinetic energy $K$ is a constant multiple of $p^2$, so $[D,K]=2iK$. With several degrees of freedom the same calculation goes through, provided that different momenta commute and that $x_j$ commutes with $p_k$ for $j\neq k$.

The relation is the infinitesimal form of a scaling law: stretching a wave function uniformly by a factor $\lambda$, with its norm kept fixed, divides the expectation value of its kinetic energy by $\lambda^2$. This law enters virial arguments; only the kinetic term is treated here, without any interaction.

## Observables as elements of an algebra

In Lean 4 with Mathlib:

```lean
import Mathlib

open Complex

namespace DilationGenerator

noncomputable section

/- The algebraic relations are realised on polynomials at the end of the file. For the theorem on
eigenvectors, a model is the space of Schwartz functions with the L² inner product. -/

variable {ι A : Type*} [Fintype ι] [DecidableEq ι] [Ring A] [Algebra ℂ A]
```

The type `ι` is a finite set of labels for the degrees of freedom. For $N$ electrons in three dimensions it would have $3N$ elements. The type `A` is an associative complex algebra with a unit, whose multiplication need not commute. Its elements play the role of operators, and the unit `1` is the identity operator. No Hilbert space is assumed at this stage, so questions of operator domains do not arise.

```lean
/-- The dilation generator: the sum over all degrees of freedom of the symmetrised product
of position and momentum. -/
def dilation (x p : ι → A) : A := ∑ j, (1 / 2 : ℂ) • (x j * p j + p j * x j)
```

A function `x : ι → A` assigns a position $x_j$ to each label, and `p` does the same for momenta. The definition reads

$$D=\sum_j\tfrac12(x_jp_j+p_jx_j).$$

The symbol `•` multiplies an algebra element by a complex number. The definition makes sense for any two families; the canonical relations enter later, as hypotheses of the theorems.

```lean
/-- The kinetic energy in units where twice the mass is one: the sum of the squared momenta. -/
def kinetic (p : ι → A) : A := ∑ k, p k ^ 2
```

This is $K=\sum_k p_k^2$, the kinetic energy of particles of equal mass $m$ in units where $2m=1$.

## Commutators with momentum and position

```lean
/-- Under the canonical relation between positions and momenta, and with commuting momenta, the
commutator of the dilation generator with a momentum is `i` times that momentum. -/
theorem dilation_momentum {x p : ι → A}
    (hxp : ∀ j k, x j * p k - p k * x j = if j = k then I • (1 : A) else 0)
    (hpp : ∀ j k, p j * p k = p k * p j) (k : ι) :
    dilation x p * p k - p k * dilation x p = I • p k := by
  -- only the summand with the same index contributes
  have h : ∀ j, ((1 / 2 : ℂ) • (x j * p j + p j * x j)) * p k
      - p k * ((1 / 2 : ℂ) • (x j * p j + p j * x j)) = if j = k then I • p k else 0 := by
    intro j
    have e : (x j * p j + p j * x j) * p k - p k * (x j * p j + p j * x j)
        = (x j * p k - p k * x j) * p j + p j * (x j * p k - p k * x j) := by
      linear_combination (norm := noncomm_ring) x j * hpp j k + hpp j k * x j
    rw [smul_mul_assoc, mul_smul_comm, ← smul_sub, e, hxp]
    split_ifs with hjk
    · subst hjk
      rw [smul_mul_assoc, one_mul, mul_smul_comm, mul_one]
      module
    · simp
  unfold dilation
  rw [Finset.sum_mul, Finset.mul_sum, ← Finset.sum_sub_distrib,
    Finset.sum_congr rfl (fun j _ => h j)]
  simp
```

Of the items in parentheses before the final colon, `hxp` and `hpp` are hypotheses and `k` is a label. `hxp` is the canonical relation $[x_j,p_k]=i\delta_{jk}$, with the Kronecker delta written as an `if`, and `hpp` says that the momenta commute. The conclusion is $[D,p_k]=ip_k$ for every $k$.

By hand, move $p_k$ past $p_j$ wherever they meet:

$$\begin{aligned}
x_jp_jp_k-p_kx_jp_j&=x_jp_kp_j-p_kx_jp_j=[x_j,p_k]\,p_j,\\
p_jx_jp_k-p_kp_jx_j&=p_jx_jp_k-p_jp_kx_j=p_j\,[x_j,p_k].
\end{aligned}$$

Half the sum of the two lines is $i\delta_{jk}p_j$, and summing over $j$ leaves $ip_k$.

In the proof, `e` is the sum of these two lines. The tactic `linear_combination` is told which multiples of `hpp` to use, and `noncomm_ring` checks the remaining identity without reordering factors. The statement `h` inserts `hxp` and splits into the cases $j=k$ and $j\ne k$. The last lines distribute the commutator over the sum, where one term survives.

```lean
/-- Under the canonical relation between positions and momenta, and when the positions commute with
each other, the commutator of the dilation generator with a position is `-i` times that position. -/
theorem dilation_position {x p : ι → A}
    (hxp : ∀ j k, x j * p k - p k * x j = if j = k then I • (1 : A) else 0)
    (hxx : ∀ j k, x j * x k = x k * x j) (k : ι) :
    dilation x p * x k - x k * dilation x p = (-I) • x k := by
  have h : ∀ j, ((1 / 2 : ℂ) • (x j * p j + p j * x j)) * x k
      - x k * ((1 / 2 : ℂ) • (x j * p j + p j * x j)) = if k = j then (-I) • x k else 0 := by
    intro j
    have e : (x j * p j + p j * x j) * x k - x k * (x j * p j + p j * x j)
        = -(x j * (x k * p j - p j * x k) + (x k * p j - p j * x k) * x j) := by
      linear_combination (norm := noncomm_ring) p j * hxx j k + hxx j k * p j
    rw [smul_mul_assoc, mul_smul_comm, ← smul_sub, e, hxp]
    split_ifs with hjk
    · subst hjk
      rw [smul_mul_assoc, one_mul, mul_smul_comm, mul_one]
      module
    · simp
  unfold dilation
  rw [Finset.sum_mul, Finset.mul_sum, ← Finset.sum_sub_distrib,
    Finset.sum_congr rfl (fun j _ => h j)]
  simp
```

Here the hypothesis on the momenta is replaced by `hxx`, commuting positions, and the result is $[D,x_k]=-ix_k$. The calculation mirrors the previous one:

$$[x_jp_j+p_jx_j,\;x_k]=-\big(x_j[x_k,p_j]+[x_k,p_j]x_j\big)=-2i\delta_{kj}x_k.$$

The factor $\tfrac12$ and the sum over $j$ give the claim. Positions and momenta thus acquire opposite signs, as lengths and wave numbers should under a change of scale.

## The kinetic energy

```lean
/-- Under the canonical relation between positions and momenta, and with commuting momenta, the
commutator of the dilation generator with the kinetic energy is `2i` times the kinetic energy. -/
theorem dilation_kinetic {x p : ι → A}
    (hxp : ∀ j k, x j * p k - p k * x j = if j = k then I • (1 : A) else 0)
    (hpp : ∀ j k, p j * p k = p k * p j) :
    dilation x p * kinetic p - kinetic p * dilation x p = (2 * I) • kinetic p := by
  -- the product rule for the commutator, applied to each squared momentum
  have h : ∀ k, dilation x p * p k ^ 2 - p k ^ 2 * dilation x p = (2 * I) • p k ^ 2 := by
    intro k
    have e : dilation x p * p k ^ 2 - p k ^ 2 * dilation x p
        = (dilation x p * p k - p k * dilation x p) * p k
          + p k * (dilation x p * p k - p k * dilation x p) := by
      noncomm_ring
    rw [e, dilation_momentum hxp hpp, smul_mul_assoc, mul_smul_comm, ← pow_two]
    module
  unfold kinetic
  rw [Finset.mul_sum, Finset.sum_mul, ← Finset.sum_sub_distrib, Finset.smul_sum]
  exact Finset.sum_congr rfl (fun k _ => h k)
```

The theorem states $[D,K]=2iK$ under the hypotheses of `dilation_momentum`; commuting positions are not needed. For each $k$,

$$[D,p_k^2]=[D,p_k]\,p_k+p_k\,[D,p_k]=ip_k^2+ip_k^2=2ip_k^2,$$

and summation over $k$ finishes the argument. In the code, `e` is the product rule, the rewrite with `dilation_momentum` supplies both commutators, and the final lines add up the identities `h k`.

The canonical relation is an assumption about the algebra, and it excludes truncated matrix representations. For matrices of size $n\ge1$ the trace of $[x_k,p_k]$ is zero, whereas the trace of $i\,1$ is $in$. In a finite basis set the relation, and with it this derivation, is therefore not available.

## No eigenvector of the kinetic energy in a common invariant domain

```lean
/-- For at least one degree of freedom, and canonical operators with symmetric, mutually commuting
momenta on a complex inner product space, a vector that the kinetic energy maps to a multiple of
itself is zero. -/
theorem kinetic_no_eigenvector {E : Type*} [NormedAddCommGroup E] [InnerProductSpace ℂ E]
    [Nonempty ι] {x p : ι → Module.End ℂ E}
    (hxp : ∀ j k, x j * p k - p k * x j = if j = k then I • (1 : Module.End ℂ E) else 0)
    (hpp : ∀ j k, p j * p k = p k * p j)
    (hp : ∀ k u w, inner ℂ (p k u) w = inner ℂ u (p k w))
    {c : ℂ} {v : E} (h : kinetic p v = c • v) : v = 0 := by
  by_contra hv
  have hn : inner ℂ v v ≠ 0 := inner_self_ne_zero.mpr hv
  have hK : ∀ u w, inner ℂ (kinetic p u) w = inner ℂ u (kinetic p w) := by
    intro u w
    simp only [kinetic, LinearMap.sum_apply, sum_inner, inner_sum, pow_two,
      Module.End.mul_apply, hp]
  -- the eigenvalue is real
  have hc : starRingEnd ℂ c = c := by
    have h1 := hK v v
    rw [h, inner_smul_left, inner_smul_right] at h1
    exact mul_right_cancel₀ hn h1
  -- the expectation value of the commutator vanishes, so the eigenvalue is zero
  have hD : inner ℂ v (kinetic p (dilation x p v)) = c * inner ℂ v (dilation x p v) := by
    rw [← hK, h, inner_smul_left, hc]
  have hcomm := congrArg (fun T : Module.End ℂ E => inner ℂ v (T v)) (dilation_kinetic hxp hpp)
  simp only [LinearMap.sub_apply, Module.End.mul_apply, LinearMap.smul_apply, h, map_smul,
    inner_sub_right, inner_smul_right] at hcomm
  rw [hD, sub_self] at hcomm
  have h2 : (2 * I * inner ℂ v v) * c = 0 := by linear_combination -hcomm
  have hc0 : c = 0 := (mul_eq_zero.mp h2).resolve_left
    (mul_ne_zero (mul_ne_zero two_ne_zero I_ne_zero) hn)
  -- hence every momentum annihilates the vector
  have hsum : ∑ k, inner ℂ (p k v) (p k v) = 0 := by
    have e : inner ℂ v (kinetic p v) = ∑ k, inner ℂ (p k v) (p k v) := by
      simp only [kinetic, LinearMap.sum_apply, inner_sum, pow_two, Module.End.mul_apply, hp]
    rw [← e, h, hc0, zero_smul, inner_zero_right]
  have hs : ∑ k, ‖p k v‖ ^ 2 = 0 := by
    have h3 := congrArg (fun z : ℂ => RCLike.re z) hsum
    simpa only [map_sum, map_zero, inner_self_eq_norm_sq] using h3
  obtain ⟨k⟩ := ‹Nonempty ι›
  have hk : p k v = 0 := by
    have h4 := (Finset.sum_eq_zero_iff_of_nonneg
      (fun j _ => sq_nonneg ‖p j v‖)).mp hs k (Finset.mem_univ k)
    exact norm_eq_zero.mp ((pow_eq_zero_iff two_ne_zero).mp h4)
  -- this contradicts the canonical commutation relation
  have hP : inner ℂ v (p k (x k v)) = 0 := by rw [← hp, hk, inner_zero_left]
  have hkk := hxp k k
  rw [if_pos rfl] at hkk
  have hx := congrArg (fun T : Module.End ℂ E => inner ℂ v (T v)) hkk
  simp only [LinearMap.sub_apply, Module.End.mul_apply, LinearMap.smul_apply,
    Module.End.one_apply, hk, map_zero, inner_sub_right, inner_smul_right, inner_zero_right,
    hP, sub_zero] at hx
  exact mul_ne_zero I_ne_zero hn hx.symm
```

Now the positions and momenta are linear operators on a complex inner product space `E`; `Module.End ℂ E` is the algebra of linear maps from `E` to itself. Every $x_j$ and $p_j$ is defined on all of `E` and maps it into itself, so `E` stands for a common invariant domain, and it need not be complete. The hypothesis `hp` says that the momenta are symmetric, $\langle p_ku,w\rangle=\langle u,p_kw\rangle$. Nothing of the kind is asked of the positions. `Nonempty ι` requires at least one degree of freedom, since otherwise $K=0$ and every vector is an eigenvector.

The conclusion is that $Kv=cv$, with $v$ in `E` and any complex $c$, forces $v=0$. Eigenvectors outside `E` are not excluded. The proof supposes $v\ne0$ and proceeds as follows.

1. $K$ is symmetric because the momenta are (`hK`). Hence $\bar c\,\langle v,v\rangle=\langle Kv,v\rangle=\langle v,Kv\rangle=c\,\langle v,v\rangle$, and $c$ is real (`hc`). The inner product is conjugate-linear in its first argument.

2. Take the inner product of $[D,K]v=2iKv$ with $v$. The left side is
$$\langle v,DKv\rangle-\langle v,KDv\rangle=c\langle v,Dv\rangle-\langle Kv,Dv\rangle=(c-\bar c)\langle v,Dv\rangle=0,$$
and the right side is $2ic\,\|v\|^2$. Hence $c=0$ (`hc0`). The second term is handled by `hD`, and `hcomm` carries the commutator identity.

3. Now $0=\langle v,Kv\rangle=\sum_k\|p_kv\|^2$ (`hsum`, `hs`). A sum of non-negative terms vanishes only if each term does, so $p_kv=0$ (`hk`).

4. For one such $k$,
$$i\|v\|^2=\langle v,[x_k,p_k]v\rangle=\langle v,x_kp_kv\rangle-\langle p_kv,x_kv\rangle=0,$$
which contradicts $v\neq0$.

Plane waves in infinite space are no exception, because they are not square-integrable. Plane waves in a periodic simulation cell are normalisable eigenfunctions of the kinetic energy, but there the hypotheses fail: multiplication by a coordinate turns a periodic function into a non-periodic one. A particle between hard walls also has normalisable eigenfunctions, which are sines. The momentum turns them into cosines, which do not vanish at the walls, and on a space that contains these and is closed under multiplication by $x$ the momentum is not symmetric.

## Canonical operators on polynomials

```lean
/-- Position on polynomials: multiplication by the variable `X j`. -/
def polyPosition (j : ι) : Module.End ℂ (MvPolynomial ι ℂ) :=
  LinearMap.mulLeft ℂ (MvPolynomial.X j)
```

The relations assumed so far can be realised concretely. `MvPolynomial ι ℂ` is the space of complex polynomials in variables $X_j$, one for each label, and the position operator sends $f$ to $X_jf$.

```lean
/-- Momentum on polynomials: `-i` times the partial derivative in the variable `X j`. -/
def polyMomentum (j : ι) : Module.End ℂ (MvPolynomial ι ℂ) :=
  (-I) • (MvPolynomial.pderiv (R := ℂ) j).toLinearMap
```

The momentum operator is the familiar $-i\,\partial_j$, with the partial derivative `pderiv` defined algebraically and without limits.

```lean
omit [Fintype ι] in
/-- Multiplication by the variables and `-i` times the partial derivatives satisfy the canonical
commutation relations on complex polynomials. -/
theorem canonical_witness :
    (∀ j k : ι, polyPosition j * polyMomentum k - polyMomentum k * polyPosition j
      = if j = k then I • (1 : Module.End ℂ (MvPolynomial ι ℂ)) else 0) ∧
    (∀ j k : ι, polyPosition j * polyPosition k = polyPosition k * polyPosition j) ∧
    (∀ j k : ι, polyMomentum j * polyMomentum k = polyMomentum k * polyMomentum j) := by
  refine ⟨fun j k => LinearMap.ext fun f => ?_, fun j k => LinearMap.ext fun f => ?_,
    fun j k => LinearMap.ext fun f => ?_⟩
  · change MvPolynomial.X j * ((-I) • MvPolynomial.pderiv k f)
      - (-I) • MvPolynomial.pderiv k (MvPolynomial.X j * f) = _
    rw [Derivation.leibniz]
    by_cases h : j = k
    · subst h
      rw [if_pos rfl, MvPolynomial.pderiv_X_self]
      change _ = I • f
      simp only [smul_eq_mul, mul_one, mul_smul_comm]
      module
    · rw [if_neg h, MvPolynomial.pderiv_X_of_ne h]
      simp only [smul_eq_mul, mul_zero, add_zero, mul_smul_comm, sub_self, LinearMap.zero_apply]
  · change MvPolynomial.X j * (MvPolynomial.X k * f) = MvPolynomial.X k * (MvPolynomial.X j * f)
    ring
  · -- partial derivatives commute, since their commutator is a derivation killing each variable
    have hc : ∀ a b i : ι, MvPolynomial.pderiv a
        (MvPolynomial.pderiv b (MvPolynomial.X i : MvPolynomial ι ℂ)) = 0 := by
      intro a b i
      by_cases h : i = b
      · subst h
        rw [MvPolynomial.pderiv_X_self]
        exact Derivation.map_one_eq_zero _
      · rw [MvPolynomial.pderiv_X_of_ne h, map_zero]
    have hd : ⁅MvPolynomial.pderiv (R := ℂ) j, MvPolynomial.pderiv (R := ℂ) k⁆ = 0 :=
      MvPolynomial.derivation_ext fun i => by
        rw [Derivation.commutator_apply, hc, hc, sub_zero]
        rfl
    have hf : MvPolynomial.pderiv j (MvPolynomial.pderiv k f)
        = MvPolynomial.pderiv k (MvPolynomial.pderiv j f) := by
      have h5 := DFunLike.congr_fun hd f
      rw [Derivation.commutator_apply] at h5
      exact sub_eq_zero.mp h5
    change (-I) • MvPolynomial.pderiv j ((-I) • MvPolynomial.pderiv k f)
      = (-I) • MvPolynomial.pderiv k ((-I) • MvPolynomial.pderiv j f)
    have hs : ∀ (a : ι) (g : MvPolynomial ι ℂ),
        MvPolynomial.pderiv a ((-I) • g) = (-I) • MvPolynomial.pderiv a g :=
      fun a g => (MvPolynomial.pderiv (R := ℂ) a).toLinearMap.map_smul (-I) g
    rw [hs, hs, hf]

end

end DilationGenerator
```

The theorem joins three statements with `∧`: the canonical relation, commuting positions and commuting momenta. The line `omit [Fintype ι] in` means that the labels may even be infinite in number. With finitely many labels, these operators satisfy the hypotheses of all three commutator theorems above.

For the first statement, apply the commutator to a polynomial $f$ and use the Leibniz rule:

$$X_j(-i\partial_kf)+i\,\partial_k(X_jf)=i(\partial_kX_j)f=i\delta_{jk}f.$$

The code does this with `Derivation.leibniz` and then treats $j=k$ and $j\neq k$ separately. The second statement is commutativity of polynomial multiplication.

For the third, $[\partial_j,\partial_k]$ again obeys the Leibniz rule. It sends each variable to zero, because a first derivative of a variable is a constant (`hc`). A derivation that kills all variables kills every polynomial, so the commutator vanishes (`hd`), and the factors $-i$ are pulled out at the end.

The polynomials carry no inner product here and serve only the algebraic relations. The constant polynomial $1$ satisfies $K\,1=0$, so with at least one variable no inner product can make these momenta symmetric: that would contradict `kinetic_no_eigenvector`.

```lean
#print axioms DilationGenerator.dilation_position
-- 'DilationGenerator.dilation_position' depends on axioms: [propext, Classical.choice, Quot.sound]
#print axioms DilationGenerator.dilation_kinetic
-- 'DilationGenerator.dilation_kinetic' depends on axioms: [propext, Classical.choice, Quot.sound]
#print axioms DilationGenerator.kinetic_no_eigenvector
-- 'DilationGenerator.kinetic_no_eigenvector' depends on axioms: [propext, Classical.choice, Quot.sound]
```
